# Sharp egg-box bound for periodic Lipschitz functions on a one-dimensional grid

Let $f$ be a real function of one real variable with period $a>0$ and Lipschitz constant $K$, so that $|f(x)-f(y)|\le K|x-y|$. Its average over $N\ge 1$ equally spaced points per period differs from its mean over the period by at most $Ka/(4N)$, wherever the grid is placed. Between two placements the average changes by at most $Ka/(2N)$. For every $K$, $a$ and $N$ there is a function that attains both bounds. For $a=1$ the first bound is $K/(4N)$.

In a real-space electronic-structure calculation, integrals over the cell become sums over a grid. Without an external field, translating all atoms together should leave the energy unchanged, but the sums depend on where the atoms sit relative to the grid points. This spurious ripple is the egg-box effect. The result bounds it for one fixed function in one dimension, carried rigidly past the grid. The step from there to a total energy, whose density also readjusts to the grid as the atoms move, needs a separate argument.

## From one cell to the whole period

Write $h=a/N$ for the spacing and $x_j=jh-t$, $j=0,\dots,N-1$, for the sampling points. Moving the function by $t$ to the right amounts to sampling it at these points. Let
$$A(t)=\frac1N\sum_{j=0}^{N-1}f(x_j),\qquad \bar f=\frac1a\int_0^a f(x)\,dx .$$

On an interval of length $h$ centred at $c$,
$$\int_{c-h/2}^{c+h/2}|x-c|\,dx=2\int_0^{h/2}u\,du=\frac{h^2}{4}.$$
The one-point rule on this interval therefore satisfies
$$\left|h f(c)-\int_{c-h/2}^{c+h/2}f\,dx\right|\le\int_{c-h/2}^{c+h/2}|f(c)-f(x)|\,dx\le\frac{Kh^2}{4}.$$

The intervals centred at $x_0,\dots,x_{N-1}$ adjoin one another and cover exactly one period, from $-t-h/2$ to $-t-h/2+a$. By periodicity their integrals sum to $\int_0^a f\,dx$. Since $1/N=h/a$,
$$|A(t)-\bar f|=\frac1a\left|\sum_{j=0}^{N-1}\left(hf(x_j)-\int_{x_j-h/2}^{x_j+h/2}f\,dx\right)\right|\le\frac{N}{Nh}\,\frac{Kh^2}{4}=\frac{Kh}{4}.$$
For two shifts $s$ and $t$, the triangle inequality gives $|A(s)-A(t)|\le Kh/2$.

## A triangle wave that attains both bounds

Let $d(x)=\min_{m\in\mathbb Z}|x-mh|$ and $g=Kd$. If $mh$ is the grid point nearest to $y$, then $d(x)\le|x-mh|\le|x-y|+d(y)$. Exchanging $x$ and $y$ shows that $d$ has Lipschitz constant 1, so $g$ has Lipschitz constant $K$. It has period $h$, hence also period $a=Nh$.

If $|x-mh|\le h/2$, every other grid point is at least $h-h/2=h/2$ away from $x$, so $d(x)=|x-mh|$. For $|t|\le h/2$, every sample $g(jh-t)$ thus equals $K|t|$, and so does the average. The mean is $N\cdot K(h^2/4)/(Nh)=Kh/4$. At $t=0$ the average is $0$ and the error is $Kh/4$; at $t=h/2$ the average is $Kh/2$, which gives the full ripple.

Take $K=a=1$ and $N=3$, so $h=1/3$. The triangle wave has mean $1/12$, average $0$ at shift $0$ and average $1/6$ at shift $1/6$. Compare the distance to the nearest integer, which has the same Lipschitz constant and mean $1/4$. At shift $0$ its samples are $0,\tfrac13,\tfrac13$, with average $2/9$ and error $1/36$, a third of the bound $1/12$. The extremal function is tuned to the grid and changes with $N$. For a fixed, infinitely differentiable periodic function the error falls faster than any power of $1/N$ as $N$ grows, so the bound is a worst case and does not show the actual rate.

## Grid average, cell mean and distance to the grid

In Lean 4 with Mathlib:

```lean
import Mathlib

open scoped NNReal
open MeasureTheory

namespace EggBoxLipschitz

noncomputable section
```

The average $A(t)$ is `gridAverage f h N t`. Here `h` is the grid spacing, not Planck's constant, and the definition leaves it independent of `N`; the theorems link the two to the period.

```lean
/-- Average of `f` over the `N > 0` grid points `j h - t`, `j = 0, ..., N - 1`, with spacing `h` and
shift `t`. -/
def gridAverage (f : ℝ → ℝ) (h : ℝ) (N : ℕ) (t : ℝ) : ℝ :=
  (∑ j ∈ Finset.range N, f (j * h - t)) / N
```

The mean $\bar f$ is the exact integral over one period, divided by $a$. In the name `cellMean` the cell is the whole period; in the error estimates a cell is one interval of length $h$ around a sampling point.

```lean
/-- Exact mean of `f` over the cell from `0` to `a`, for `a > 0`. -/
def cellMean (f : ℝ → ℝ) (a : ℝ) : ℝ := (∫ x in (0 : ℝ)..a, f x) / a
```

The distance $d$ is written with `round`, which picks a nearest integer to $x/h$. Midway between grid points both choices give the same distance.

```lean
/-- Distance from `x` to the nearest multiple of the grid spacing `h`, for `h > 0`. -/
def gridDist (h x : ℝ) : ℝ := |x - round (x / h) * h|
```

For $K>0$ the wave $g$ runs from $0$ to $Kh/2$ and so does not have zero mean, unlike many textbook triangle waves.

```lean
/-- `K` times the distance from `x` to the nearest multiple of `h`, for `h > 0`. -/
def triangleWave (K h x : ℝ) : ℝ := K * gridDist h x
```

## The error of one cell

The first lemma moves the centre to the origin, splits the integral there, and replaces $|x|$ by $-x$ and $x$ on the two halves.

```lean
/-- The distance to the centre of an interval of length `h ≥ 0`, integrated over the interval,
is `h² / 4`. -/
theorem integral_abs_cell (c : ℝ) {h : ℝ} (hh : 0 ≤ h) :
    ∫ x in (c - h / 2)..(c + h / 2), |x - c| = h ^ 2 / 4 := by
  have hi : ∀ u v : ℝ, IntervalIntegrable (fun x : ℝ => |x|) volume u v :=
    fun u v => Continuous.intervalIntegrable (by fun_prop) u v
  have e1 : ∫ x in (-(h / 2))..0, |x| = ∫ x in (-(h / 2))..0, -x := by
    refine intervalIntegral.integral_congr fun x hx => ?_
    rw [Set.uIcc_of_le (by linarith)] at hx
    exact abs_of_nonpos hx.2
  have e2 : ∫ x in (0 : ℝ)..(h / 2), |x| = ∫ x in (0 : ℝ)..(h / 2), x := by
    refine intervalIntegral.integral_congr fun x hx => ?_
    rw [Set.uIcc_of_le (by linarith)] at hx
    exact abs_of_nonneg hx.1
  -- centre the interval at the origin and split it there
  rw [intervalIntegral.integral_comp_sub_right (fun x => |x|) c,
    show c - h / 2 - c = -(h / 2) by ring, show c + h / 2 - c = h / 2 by ring,
    ← intervalIntegral.integral_add_adjacent_intervals (hi _ 0) (hi 0 _), e1, e2,
    intervalIntegral.integral_neg, integral_id, integral_id]
  ring
```

In the next lemma, `LipschitzWith K f` is the Lipschitz condition, with `K` a nonnegative real. It limits how steeply the sampled quantity may vary, and it also supplies the continuity that makes the integrals legitimate. The equation `e` writes the error as the integral of $f(x)-f(c)$, and the `calc` chain is the estimate made by hand.

```lean
/-- One-point quadrature at the centre of an interval of length `h ≥ 0` has error at most
`K h² / 4` for a function with Lipschitz constant `K`. -/
theorem cell_error {f : ℝ → ℝ} {K : ℝ≥0} (hf : LipschitzWith K f) {h : ℝ} (hh : 0 ≤ h) (c : ℝ) :
    |h * f c - ∫ x in (c - h / 2)..(c + h / 2), f x| ≤ K * h ^ 2 / 4 := by
  have hc := hf.continuous
  have hle : c - h / 2 ≤ c + h / 2 := by linarith
  have e : (∫ x in (c - h / 2)..(c + h / 2), f x) - h * f c
      = ∫ x in (c - h / 2)..(c + h / 2), (f x - f c) := by
    rw [intervalIntegral.integral_sub (hc.intervalIntegrable _ _)
      (continuous_const.intervalIntegrable _ _), intervalIntegral.integral_const, smul_eq_mul]
    ring
  rw [abs_sub_comm, e]
  calc |∫ x in (c - h / 2)..(c + h / 2), (f x - f c)|
      ≤ ∫ x in (c - h / 2)..(c + h / 2), |f x - f c| :=
        intervalIntegral.abs_integral_le_integral_abs hle
    _ ≤ ∫ x in (c - h / 2)..(c + h / 2), (K : ℝ) * |x - c| := by
        refine intervalIntegral.integral_mono_on hle
          (Continuous.intervalIntegrable (by fun_prop) _ _)
          (Continuous.intervalIntegrable (by fun_prop) _ _) fun x _ => ?_
        have := hf.dist_le_mul x c
        rwa [Real.dist_eq, Real.dist_eq] at this
    _ = K * h ^ 2 / 4 := by
        rw [intervalIntegral.integral_const_mul, integral_abs_cell c hh]
        ring
```

## Sliding the integration window

The cells start at $-t-h/2$, while the mean is defined from $0$. Mathlib's `Function.Periodic.intervalIntegral_add_eq` closes this gap: for a function of period $T$, the integrals over $[u,u+T]$ and $[v,v+T]$ agree for all $u$ and $v$. With `0` and `-t - h / 2` as arguments it produces `p`, which moves the whole window at once, so no cell has to be cut at the edge of the period and no case distinction on $t$ arises. The companion `s` joins the adjacent cells by `sum_integral_adjacent_intervals`.

```lean
/-- The integral of a continuous function over one period `N h` is the sum of its integrals over
`N` intervals of length `h` centred at the shifted grid points. -/
theorem integral_eq_sum_cells {f : ℝ → ℝ} (hf : Continuous f) {h : ℝ} {N : ℕ}
    (hp : Function.Periodic f (N * h)) (t : ℝ) :
    ∫ x in (0 : ℝ)..(N * h), f x = ∑ j ∈ Finset.range N,
      ∫ x in (j * h - t - h / 2)..(j * h - t + h / 2), f x := by
  have s := intervalIntegral.sum_integral_adjacent_intervals (f := f) (μ := volume)
    (a := fun j : ℕ => -t - h / 2 + (j : ℝ) * h) (n := N) (fun k _ => hf.intervalIntegrable _ _)
  have p := hp.intervalIntegral_add_eq 0 (-t - h / 2)
  simp only [Nat.cast_zero, zero_mul, add_zero] at s
  rw [zero_add] at p
  rw [p, ← s]
  refine Finset.sum_congr rfl fun j _ => ?_
  rw [show -t - h / 2 + (j : ℝ) * h = j * h - t - h / 2 by ring,
    show -t - h / 2 + ((j + 1 : ℕ) : ℝ) * h = j * h - t + h / 2 by push_cast; ring]
```

## The bound for every shift

`Function.Periodic f a` says $f(x+a)=f(x)$ for all $x$; `a` need not be the smallest period. The proof replaces `a` by `N * h`, uses `key` to put average and mean over the common denominator $Nh$, and sums the cell errors.

```lean
/-- Egg-box bound: for a function of period `a > 0` with Lipschitz constant `K`, the average over
`N > 0` points of spacing `a / N` differs from the cell mean by at most `K (a / N) / 4`, for every
shift. -/
theorem eggbox_bound {f : ℝ → ℝ} {K : ℝ≥0} (hf : LipschitzWith K f) {a : ℝ} (ha : 0 < a)
    (hp : Function.Periodic f a) {N : ℕ} (hN : 0 < N) (t : ℝ) :
    |gridAverage f (a / N) N t - cellMean f a| ≤ K * (a / N) / 4 := by
  have hN' : (0 : ℝ) < N := by exact_mod_cast hN
  obtain ⟨h, rfl⟩ : ∃ h : ℝ, a = N * h := ⟨a / N, by field_simp⟩
  have hh : 0 < h := (mul_pos_iff_of_pos_left hN').1 ha
  have key : ∀ S I : ℝ, S / N - I / (N * h) = (h * S - I) / (N * h) := by
    intro S I
    rw [sub_div, mul_comm (N : ℝ) h, mul_div_mul_left _ _ hh.ne']
  -- the error is a sum of one-cell errors
  rw [mul_div_cancel_left₀ h hN'.ne', gridAverage, cellMean,
    integral_eq_sum_cells hf.continuous hp t, key, Finset.mul_sum, ← Finset.sum_sub_distrib,
    abs_div, abs_of_pos ha, div_le_iff₀ ha]
  calc _ ≤ ∑ j ∈ Finset.range N, |h * f (j * h - t) -
          ∫ x in (j * h - t - h / 2)..(j * h - t + h / 2), f x| :=
        Finset.abs_sum_le_sum_abs _ _
    _ ≤ ∑ _j ∈ Finset.range N, (K : ℝ) * h ^ 2 / 4 :=
        Finset.sum_le_sum fun (j : ℕ) _ => cell_error hf hh.le ((j : ℝ) * h - t)
    _ = K * h / 4 * (N * h) := by
        rw [Finset.sum_const, Finset.card_range, nsmul_eq_mul]
        ring
```

The ripple bound uses the previous theorem at both shifts, and `linarith` combines the four inequalities.

```lean
/-- Peak-to-peak ripple: for a function of period `a > 0` with Lipschitz constant `K`, the averages
over `N > 0` points of spacing `a / N` at any two shifts differ by at most `K (a / N) / 2`. -/
theorem eggbox_ripple {f : ℝ → ℝ} {K : ℝ≥0} (hf : LipschitzWith K f) {a : ℝ} (ha : 0 < a)
    (hp : Function.Periodic f a) {N : ℕ} (hN : 0 < N) (s t : ℝ) :
    |gridAverage f (a / N) N s - gridAverage f (a / N) N t| ≤ K * (a / N) / 2 := by
  have hs := abs_le.1 (eggbox_bound hf ha hp hN s)
  have ht := abs_le.1 (eggbox_bound hf ha hp hN t)
  rw [abs_le]
  constructor <;> linarith [hs.1, hs.2, ht.1, ht.2]
```

## Attaining the constants

Minimality of `gridDist` comes from Mathlib's `round_le`, rescaled by $h$.

```lean
/-- For spacing `h > 0`, no multiple of `h` is closer to `x` than `gridDist h x`. -/
theorem gridDist_le {h : ℝ} (hh : 0 < h) (x : ℝ) (m : ℤ) : gridDist h x ≤ |x - m * h| := by
  have e : ∀ k : ℤ, |x - k * h| = |x / h - k| * h := by
    intro k
    have : x - k * h = (x / h - k) * h := by field_simp
    rw [this, abs_mul, abs_of_pos hh]
  rw [gridDist, e (round (x / h)), e m]
  exact mul_le_mul_of_nonneg_right (round_le _ _) hh.le
```

To identify the nearest point, the proof compares the rounded integer `k` with `m`. If they differ, they differ by at least one, and the point $kh$ is at least $h/2$ away.

```lean
/-- Within half a spacing `h > 0` of the grid point `m h`, the distance to the grid is the distance
to that point. -/
theorem gridDist_eq {h : ℝ} (hh : 0 < h) {x : ℝ} {m : ℤ} (hx : |x - m * h| ≤ h / 2) :
    gridDist h x = |x - m * h| := by
  refine le_antisymm (gridDist_le hh x m) ?_
  rw [gridDist]
  generalize round (x / h) = k
  have hb := abs_le.1 hx
  -- any other grid point is at least half a spacing away
  rcases lt_trichotomy k m with hk | hk | hk
  · have h1 : (k : ℝ) + 1 ≤ m := by exact_mod_cast hk
    linarith [mul_le_mul_of_nonneg_right h1 hh.le, le_abs_self (x - k * h), hb.1]
  · rw [hk]
  · have h1 : (m : ℝ) + 1 ≤ k := by exact_mod_cast hk
    linarith [mul_le_mul_of_nonneg_right h1 hh.le, neg_le_abs (x - k * h), hb.2]
```

All samples of the triangle wave are then equal, so their average is immediate.

```lean
/-- For a shift `t` of at most half a spacing `h > 0`, the average of the triangle wave over
`N > 0` grid points is `K |t|`. -/
theorem gridAverage_triangleWave (K : ℝ) {h : ℝ} (hh : 0 < h) {N : ℕ} (hN : 0 < N) {t : ℝ}
    (ht : |t| ≤ h / 2) : gridAverage (triangleWave K h) h N t = K * |t| := by
  have hN' : (0 : ℝ) < N := by exact_mod_cast hN
  have hv : ∀ j ∈ Finset.range N, triangleWave K h (j * h - t) = K * |t| := by
    intro j _
    have e : |(j : ℝ) * h - t - ((j : ℤ) : ℝ) * h| = |t| := by
      rw [Int.cast_natCast, ← abs_neg t]
      congr 1
      ring
    rw [triangleWave, gridDist_eq hh (m := (j : ℤ)) (by rw [e]; exact ht), e]
  rw [gridAverage, Finset.sum_congr rfl hv, Finset.sum_const, Finset.card_range, nsmul_eq_mul]
  field_simp
```

The last theorem takes `h` as given and the period as `N * h`. Its four parts are the Lipschitz constant, the period, the error at shift $0$ and the difference between the averages at shifts $h/2$ and $0$. The first two confirm that the wave meets the hypotheses of the bounds. In the proof, `key` is the inequality $d(x)\le|x-y|+d(y)$, and `hm` computes the mean by using the cell decomposition again.

```lean
/-- Sharpness: for `h > 0` and `N > 0` the triangle wave has Lipschitz constant `K` and period
`N h`, its grid error at shift `0` is `K h / 4`, and its grid averages at shifts `h / 2` and `0`
differ by `K h / 2`. -/
theorem eggbox_sharp (K : ℝ≥0) {h : ℝ} (hh : 0 < h) {N : ℕ} (hN : 0 < N) :
    LipschitzWith K (triangleWave K h) ∧ Function.Periodic (triangleWave K h) (N * h) ∧
    |gridAverage (triangleWave K h) h N 0 - cellMean (triangleWave K h) (N * h)| = K * h / 4 ∧
    gridAverage (triangleWave K h) h N (h / 2) - gridAverage (triangleWave K h) h N 0
      = K * h / 2 := by
  have hN' : (0 : ℝ) < N := by exact_mod_cast hN
  -- the distance to the grid changes by at most the displacement
  have key : ∀ x y, gridDist h x ≤ |x - y| + gridDist h y := fun x y =>
    (gridDist_le hh x (round (y / h))).trans (abs_sub_le x y _)
  have hL : LipschitzWith K (triangleWave K h) := by
    refine LipschitzWith.of_dist_le_mul fun x y => ?_
    rw [Real.dist_eq, Real.dist_eq]
    unfold triangleWave
    rw [← mul_sub, abs_mul, abs_of_nonneg K.coe_nonneg]
    refine mul_le_mul_of_nonneg_left (abs_sub_le_iff.2 ⟨?_, ?_⟩) K.coe_nonneg
    · linarith [key x y]
    · linarith [key y x, abs_sub_comm y x]
  have hP : Function.Periodic (triangleWave K h) (N * h) := by
    intro x
    have e : (x + N * h) / h = x / h + (N : ℤ) := by
      rw [add_div, mul_div_cancel_right₀ _ hh.ne', Int.cast_natCast]
    unfold triangleWave gridDist
    rw [e, round_add_intCast, Int.cast_add, Int.cast_natCast, add_mul, add_sub_add_right_eq_sub]
  -- every cell contributes the same area
  have hm : cellMean (triangleWave K h) (N * h) = K * h / 4 := by
    have hc : ∀ j ∈ Finset.range N, ∫ x in ((j : ℝ) * h - 0 - h / 2)..((j : ℝ) * h - 0 + h / 2),
        triangleWave K h x = K * (h ^ 2 / 4) := by
      intro j _
      rw [← integral_abs_cell ((j : ℝ) * h - 0) hh.le, ← intervalIntegral.integral_const_mul]
      refine intervalIntegral.integral_congr fun x hx => ?_
      rw [Set.uIcc_of_le (by linarith)] at hx
      have e := gridDist_eq hh (x := x) (m := (j : ℤ)) (by
        rw [Int.cast_natCast, abs_le]
        constructor <;> linarith [hx.1, hx.2])
      show (K : ℝ) * gridDist h x = K * |x - ((j : ℝ) * h - 0)|
      rw [e, Int.cast_natCast, sub_zero]
    rw [cellMean, integral_eq_sum_cells hL.continuous hP 0, Finset.sum_congr rfl hc,
      Finset.sum_const, Finset.card_range, nsmul_eq_mul]
    field_simp
  have h0 : gridAverage (triangleWave K h) h N 0 = 0 := by
    rw [gridAverage_triangleWave K hh hN (by rw [abs_zero]; positivity), abs_zero, mul_zero]
  have h2 : |h / 2| = h / 2 := abs_of_pos (by positivity)
  refine ⟨hL, hP, ?_, ?_⟩
  · rw [h0, hm, zero_sub, abs_neg, abs_of_nonneg (by positivity)]
  · rw [h0, gridAverage_triangleWave K hh hN h2.le, h2]
    ring

end

end EggBoxLipschitz
```

```lean
#print axioms EggBoxLipschitz.eggbox_bound
#print axioms EggBoxLipschitz.eggbox_ripple
#print axioms EggBoxLipschitz.eggbox_sharp
```

```
'EggBoxLipschitz.eggbox_bound' depends on axioms: [propext, Classical.choice, Quot.sound]
'EggBoxLipschitz.eggbox_ripple' depends on axioms: [propext, Classical.choice, Quot.sound]
'EggBoxLipschitz.eggbox_sharp' depends on axioms: [propext, Classical.choice, Quot.sound]
```
